# For finitely many positive $a_i$, the matrix $1/(a_i+a_j)$ is positive semidefinite, and definite exactly when the $a_i$ are distinct

In second-order Møller–Plesset theory (MP2), a double excitation made of two occupied-virtual pairs is weighted by the inverse of the sum of their excitation gaps, so the denominator ties the two pairs together. Is the matrix of these inverse denominators positive as a quadratic form, and can the two pairs be separated again?

```lean
import Mathlib

open MeasureTheory Set Filter Topology Matrix

namespace LaplaceDenominators

noncomputable section

variable {ι : Type*} [Fintype ι]

/-- The matrix of inverse energy denominators `1 / (a i + a j)`, meant for `a i + a j ≠ 0`. -/
def denomMatrix (a : ι → ℝ) : Matrix ι ι ℝ :=
  Matrix.of fun i j => 1 / (a i + a j)

/-- The sum of exponentials `∑ i, c i * exp (-a i * t)` at Laplace time `t`. -/
def laplaceSum (a c : ι → ℝ) (t : ℝ) : ℝ :=
  ∑ i, c i * Real.exp (-a i * t)

/-- The Laplace transform of a single denominator: for `x > 0`, the integral of `exp (-x t)`
over `t > 0` is `1 / x`. -/
theorem integral_exp_decay {x : ℝ} (hx : 0 < x) :
    ∫ t in Ioi (0 : ℝ), Real.exp (-x * t) = 1 / x := by
  -- an antiderivative, and its limit at infinity
  have hd : ∀ t ∈ Ici (0 : ℝ),
      HasDerivAt (fun s : ℝ => -(1 / x) * Real.exp (-x * s)) (Real.exp (-x * t)) t := by
    intro t _
    have h1 : HasDerivAt (fun s : ℝ => -x * s) (-x) t := by
      simpa using (hasDerivAt_id' t).const_mul (-x)
    refine (h1.exp.const_mul (-(1 / x))).congr_deriv ?_
    calc -(1 / x) * (Real.exp (-x * t) * -x) = (1 / x * x) * Real.exp (-x * t) := by ring
      _ = Real.exp (-x * t) := by rw [one_div_mul_cancel hx.ne', one_mul]
  have hl : Tendsto (fun s : ℝ => -(1 / x) * Real.exp (-x * s)) atTop (𝓝 0) := by
    have h1 : Tendsto (fun s : ℝ => -x * s) atTop atBot :=
      tendsto_id.const_mul_atTop_of_neg (neg_lt_zero.mpr hx)
    have h2 := (Real.tendsto_exp_atBot.comp h1).const_mul (-(1 / x))
    rw [mul_zero] at h2
    exact h2
  rw [integral_Ioi_of_hasDerivAt_of_tendsto' hd (exp_neg_integrableOn_Ioi 0 hx) hl]
  simp

/-- The square of a sum of exponentials is a double sum of exponentials whose decay rates are
the energy denominators `a i + a j`. -/
theorem laplaceSum_sq (a c : ι → ℝ) (t : ℝ) :
    laplaceSum a c t ^ 2 = ∑ i, ∑ j, c i * c j * Real.exp (-(a i + a j) * t) := by
  rw [laplaceSum, sq, Finset.sum_mul_sum]
  refine Finset.sum_congr rfl fun i _ => Finset.sum_congr rfl fun j _ => ?_
  have h : -(a i + a j) * t = -a i * t + -a j * t := by ring
  rw [h, Real.exp_add]
  ring

/-- For positive `a i` the squared sum of exponentials is integrable over `t > 0`. -/
theorem integrableOn_laplaceSum_sq {a : ι → ℝ} (ha : ∀ i, 0 < a i) (c : ι → ℝ) :
    IntegrableOn (fun t => laplaceSum a c t ^ 2) (Ioi 0) := by
  simp_rw [laplaceSum_sq]
  exact MeasureTheory.integrable_finsetSum _ fun i _ => MeasureTheory.integrable_finsetSum _ fun j _ =>
    (exp_neg_integrableOn_Ioi 0 (add_pos (ha i) (ha j))).const_mul (c i * c j)

/-- For positive `a i` the quadratic form of the denominator matrix is the integral over
`t > 0` of the squared sum of exponentials. -/
theorem quadForm_eq_integral {a : ι → ℝ} (ha : ∀ i, 0 < a i) (c : ι → ℝ) :
    c ⬝ᵥ denomMatrix a *ᵥ c = ∫ t in Ioi (0 : ℝ), laplaceSum a c t ^ 2 := by
  have hterm : ∀ i j, Integrable (fun t => c i * c j * Real.exp (-(a i + a j) * t))
      (volume.restrict (Ioi (0 : ℝ))) := fun i j =>
    (exp_neg_integrableOn_Ioi 0 (add_pos (ha i) (ha j))).const_mul (c i * c j)
  simp_rw [laplaceSum_sq]
  -- integrate term by term
  rw [MeasureTheory.integral_finsetSum _ fun i _ => MeasureTheory.integrable_finsetSum _ fun j _ => hterm i j]
  simp only [dotProduct, Matrix.mulVec, Finset.mul_sum]
  refine Finset.sum_congr rfl fun i _ => ?_
  rw [MeasureTheory.integral_finsetSum _ fun j _ => hterm i j]
  refine Finset.sum_congr rfl fun j _ => ?_
  rw [integral_const_mul, integral_exp_decay (add_pos (ha i) (ha j))]
  simp only [denomMatrix, Matrix.of_apply]
  ring

/-- For positive `a i` the matrix of inverse energy denominators `1 / (a i + a j)` is positive
semidefinite. -/
theorem denomMatrix_posSemidef {a : ι → ℝ} (ha : ∀ i, 0 < a i) :
    (denomMatrix a).PosSemidef := by
  refine Matrix.PosSemidef.of_dotProduct_mulVec_nonneg
    (Matrix.IsHermitian.ext fun i j => by simp [denomMatrix, add_comm]) fun c => ?_
  rw [star_trivial, quadForm_eq_integral ha]
  exact integral_nonneg fun t => sq_nonneg _

/-- Exponentials with pairwise distinct decay rates are linearly independent on `t > 0`. -/
theorem eq_zero_of_laplaceSum_eq_zero {a c : ι → ℝ} (hinj : Function.Injective a)
    (h : ∀ t, 0 < t → laplaceSum a c t = 0) : c = 0 := by
  classical
  funext i
  -- sampling at t = 1, 2, 3, ... tests the coefficients against every polynomial
  have hp : ∀ p : Polynomial ℝ,
      ∑ k, c k * Real.exp (-a k) * p.eval (Real.exp (-a k)) = 0 := by
    intro p
    induction p using Polynomial.induction_on' with
    | add p q hp hq =>
      simp only [Polynomial.eval_add, mul_add, Finset.sum_add_distrib, hp, hq, add_zero]
    | monomial n r =>
      have hn := h ((n : ℝ) + 1) (by positivity)
      calc _ = r * laplaceSum a c ((n : ℝ) + 1) := by
            rw [laplaceSum, Finset.mul_sum]
            refine Finset.sum_congr rfl fun k _ => ?_
            have he : Real.exp (-a k * ((n : ℝ) + 1))
                = Real.exp (-a k) ^ n * Real.exp (-a k) := by
              rw [← Real.exp_nat_mul, ← Real.exp_add]
              congr 1
              ring
            rw [Polynomial.eval_monomial, he]
            ring
        _ = 0 := by rw [hn, mul_zero]
  -- a polynomial that vanishes at every node except the i-th
  have h1 := hp (∏ j ∈ Finset.univ.erase i,
    (Polynomial.X - Polynomial.C (Real.exp (-a j))))
  rw [Finset.sum_eq_single i] at h1
  · refine (mul_eq_zero.mp ((mul_eq_zero.mp h1).resolve_right ?_)).resolve_right
      (Real.exp_ne_zero _)
    rw [Polynomial.eval_prod]
    refine Finset.prod_ne_zero_iff.mpr fun j hj => ?_
    simp only [Polynomial.eval_sub, Polynomial.eval_X, Polynomial.eval_C]
    intro h0
    exact (Finset.mem_erase.mp hj).1
      (hinj (neg_inj.mp (Real.exp_injective (sub_eq_zero.mp h0)))).symm
  · intro k _ hk
    rw [Polynomial.eval_prod, Finset.prod_eq_zero
      (Finset.mem_erase.mpr ⟨hk, Finset.mem_univ k⟩) (by simp), mul_zero]
  · exact fun hi => absurd (Finset.mem_univ i) hi

/-- For positive `a i` the matrix of inverse energy denominators is positive definite exactly
when the `a i` are pairwise distinct. -/
theorem denomMatrix_posDef_iff {a : ι → ℝ} (ha : ∀ i, 0 < a i) :
    (denomMatrix a).PosDef ↔ Function.Injective a := by
  classical
  constructor
  · intro h i j hij
    by_contra hne
    -- equal entries give the null vector e_i - e_j
    let c : ι → ℝ := Pi.single i 1 - Pi.single j 1
    have hc : c ≠ 0 := by
      intro h0
      have h1 := congrFun h0 i
      simp [c, hne] at h1
    have h0 : ∀ t, laplaceSum a c t = 0 := by
      intro t
      simp [laplaceSum, c, sub_mul, Finset.sum_sub_distrib, Pi.single_apply, hij]
    have hpos := h.dotProduct_mulVec_pos hc
    rw [star_trivial, quadForm_eq_integral ha] at hpos
    simp [h0] at hpos
  · intro hinj
    refine Matrix.posDef_iff_dotProduct_mulVec.mpr
      ⟨(denomMatrix_posSemidef ha).isHermitian, fun c hc => ?_⟩
    rw [star_trivial, quadForm_eq_integral ha]
    refine lt_of_le_of_ne (integral_nonneg fun t => sq_nonneg _) fun h0 => hc ?_
    -- a vanishing integral forces the continuous integrand to vanish
    have hae : (fun t => laplaceSum a c t ^ 2) =ᵐ[volume.restrict (Ioi (0 : ℝ))]
        fun _ => (0 : ℝ) :=
      (integral_eq_zero_iff_of_nonneg (fun t => sq_nonneg _)
        (integrableOn_laplaceSum_sq ha c)).mp h0.symm
    have hcont : Continuous fun t => laplaceSum a c t ^ 2 := by
      unfold laplaceSum
      fun_prop
    have heq := Measure.eqOn_open_of_ae_eq hae isOpen_Ioi hcont.continuousOn
      continuousOn_const
    refine eq_zero_of_laplaceSum_eq_zero hinj fun t ht => ?_
    have h2 : laplaceSum a c t ^ 2 = 0 := heq ht
    exact (pow_eq_zero_iff two_ne_zero).mp h2

/-- The opposite-spin MP2 energy of a closed shell, with excitation gaps `Δ p` of the
occupied-virtual pairs `p` and integrals `(p|q) = ∑ P, B P p * B P q`; meant for
`Δ p + Δ q ≠ 0`. -/
def oppositeSpinMP2 {κ : Type*} [Fintype κ] (Δ : ι → ℝ) (B : κ → ι → ℝ) : ℝ :=
  -∑ p, ∑ q, (∑ P, B P p * B P q) ^ 2 / (Δ p + Δ q)

/-- For positive gaps the opposite-spin MP2 energy is minus a sum, over pairs of auxiliary
indices, of Laplace integrals of squares. -/
theorem oppositeSpinMP2_eq_laplace {κ : Type*} [Fintype κ] {Δ : ι → ℝ}
    (hΔ : ∀ p, 0 < Δ p) (B : κ → ι → ℝ) :
    oppositeSpinMP2 Δ B = -∑ P, ∑ Q, ∫ t in Ioi (0 : ℝ),
      laplaceSum Δ (fun p => B P p * B Q p) t ^ 2 := by
  have h := fun P Q => quadForm_eq_integral hΔ (fun p => B P p * B Q p)
  simp only [← h]
  unfold oppositeSpinMP2
  refine congrArg Neg.neg ?_
  simp only [sq, Finset.sum_mul_sum, Finset.sum_div]
  simp only [dotProduct, Matrix.mulVec, denomMatrix, Matrix.of_apply, Finset.mul_sum]
  -- move the auxiliary sums to the outside
  refine Eq.trans (Finset.sum_congr rfl fun p _ => Finset.sum_comm) ?_
  refine Eq.trans Finset.sum_comm ?_
  refine Finset.sum_congr rfl fun P _ => ?_
  refine Eq.trans (Finset.sum_congr rfl fun p _ => Finset.sum_comm) ?_
  refine Eq.trans Finset.sum_comm ?_
  refine Finset.sum_congr rfl fun Q _ => Finset.sum_congr rfl fun p _ =>
    Finset.sum_congr rfl fun q _ => ?_
  ring

end

end LaplaceDenominators
```

```lean
#print axioms LaplaceDenominators.denomMatrix_posDef_iff
#print axioms LaplaceDenominators.oppositeSpinMP2_eq_laplace
```

```
'LaplaceDenominators.denomMatrix_posDef_iff' depends on axioms: [propext, Classical.choice, Quot.sound]
'LaplaceDenominators.oppositeSpinMP2_eq_laplace' depends on axioms: [propext, Classical.choice, Quot.sound]
```

## The matrix, its quadratic form and the opposite-spin energy

The index type `ι` is finite, and `a : ι → ℝ` assigns a real number $a_i$ to each index. The matrix `denomMatrix a` has the entries
$$M_{ij}=\frac{1}{a_i+a_j}.$$
For real coefficients $c_i$, `laplaceSum a c t` is the function
$$S(t)=\sum_i c_i\,e^{-a_i t}.$$

Under the hypothesis `∀ i, 0 < a i`, the theorem `quadForm_eq_integral` states that
$$\sum_{i,j}\frac{c_i c_j}{a_i+a_j}=\int_0^\infty S(t)^2\,dt .$$
The left side is written `c ⬝ᵥ denomMatrix a *ᵥ c`, the dot product of $c$ with $Mc$. The integration domain `Ioi (0 : ℝ)` is the open half-line $t>0$.

Under the same hypothesis, two statements about the matrix follow. `denomMatrix_posSemidef` says that $M$ is positive semidefinite, which in Mathlib includes being Hermitian; for a real matrix this means symmetric. `denomMatrix_posDef_iff` says that $M$ is positive definite if and only if `Function.Injective a` holds, that is, if no two indices carry the same value.

The last theorem concerns the opposite-spin part of the MP2 energy of a closed shell,
$$E=-\sum_{p,q}\frac{(p|q)^2}{\Delta_p+\Delta_q},\qquad (p|q)=\sum_P B_{Pp}B_{Pq}.$$
Here $p$ and $q$ label occupied-virtual pairs of spatial orbitals, $\Delta_p$ is the excitation gap of pair $p$, and $P$ runs over a finite auxiliary index set `κ`. For positive gaps, `oppositeSpinMP2_eq_laplace` states that
$$E=-\sum_{P,Q}\int_0^\infty\Bigl(\sum_p B_{Pp}B_{Qp}\,e^{-\Delta_p t}\Bigr)^2dt .$$

## What the gaps and factors stand for

For a pair $p$ that consists of an occupied orbital $o$ and a virtual orbital $v$, the gap is the difference of orbital energies, $\Delta_p=\varepsilon_v-\varepsilon_o$. Requiring every $\Delta_p$ to be positive means that all virtual orbitals lie above all occupied ones, as in a closed-shell reference with a finite gap between the highest occupied and the lowest virtual level. The variable $t$ has the dimension of an inverse energy.

The factors $B_{Pp}$ are real, as for real orbitals, and may come from density fitting or from a Cholesky decomposition of the two-electron integrals. The theorem takes them as given: it holds for any real $B$ and says nothing about how well $\sum_P B_{Pp}B_{Pq}$ approximates the true integrals. Nor does it use the orbital structure of the gaps, which enter only as a finite list of positive numbers. The same-spin part of the MP2 energy, with its exchange terms, is not treated.

In the Laplace form, the sum over $p$ can be carried out separately for each $P$, $Q$ and $t$. Laplace-transformed opposite-spin MP2 programs exploit this separation after replacing the integral by a finite quadrature, whereas the identity here is for the exact integral and a finite set of pairs, with no estimate of the quadrature error.

Symmetry can make several excitation gaps coincide. The matrix of inverse denominators is then singular but still positive semidefinite, and the Laplace form of the energy holds unchanged, since it needs only positive gaps.

## From one exponential to a positive quadratic form

The starting point is a single denominator. For $x>0$, the function $-\frac1x e^{-xt}$ has the derivative $e^{-xt}$, tends to $0$ as $t\to\infty$ and equals $-\frac1x$ at $t=0$. Hence
$$\int_0^\infty e^{-xt}\,dt=0-\Bigl(-\frac1x\Bigr)=\frac1x .$$
In `integral_exp_decay`, `hd` is the derivative and `hl` the limit, and a Mathlib theorem for integrals over a half-line combines them.

Next, the square is expanded:
$$S(t)^2=\sum_{i,j}c_ic_j\,e^{-a_it}e^{-a_jt}=\sum_{i,j}c_ic_j\,e^{-(a_i+a_j)t}.$$
This is `laplaceSum_sq`. Since every $a_i+a_j$ is positive, each term decays and is integrable, and so is their finite sum, which is the content of `integrableOn_laplaceSum_sq`. The integral may therefore be taken term by term:
$$\int_0^\infty S(t)^2\,dt=\sum_{i,j}c_ic_j\int_0^\infty e^{-(a_i+a_j)t}\,dt=\sum_{i,j}\frac{c_ic_j}{a_i+a_j}.$$
The proof of `quadForm_eq_integral` does the same, passing the integral through the sum over $i$ and then through the sum over $j$.

The integrand is a square, so the quadratic form is never negative. Together with the symmetry $a_i+a_j=a_j+a_i$, this gives `denomMatrix_posSemidef`.

## Distinct decay rates leave no null vector

For definiteness one needs to know when $S$ can vanish for all $t>0$. Suppose that it does and that the $a_i$ are distinct. Put $x_k=e^{-a_k}$ and sample at $t=n+1$ for $n=0,1,2,\dots$:
$$0=S(n+1)=\sum_k c_k\,x_k\,x_k^{\,n}.$$
Linear combinations of these equations give
$$\sum_k c_k\,x_k\,f(x_k)=0$$
for every real polynomial $f$ (called `p` in the code). Now fix $i$ and choose $f(x)=\prod_{j\ne i}(x-x_j)$, which vanishes at every node except $x_i$. Only one term survives:
$$c_i\,x_i\prod_{j\neq i}(x_i-x_j)=0 .$$
The exponential $x_i$ is non-zero, and the nodes are distinct because the $a_j$ are, so $c_i=0$. With a single index the product is empty and equals $1$, and the conclusion is the same.

This is `eq_zero_of_laplaceSum_eq_zero`. Its induction over polynomials treats monomials by sampling and sums by additivity, and `Finset.sum_eq_single i` then isolates the surviving term. The argument does not need the $a_i$ to be positive.

Definiteness follows for positive, distinct $a_i$. If the quadratic form is zero at $c$, then $\int_0^\infty S(t)^2\,dt=0$. A non-negative integrable function with zero integral vanishes almost everywhere, and since $S^2$ is continuous, it vanishes at every $t>0$. Hence $S=0$ there, and $c=0$. In `denomMatrix_posDef_iff` these two stages are `hae` and `heq`.

Conversely, suppose that $a_i=a_j$ for two different indices. Take the vector with $1$ at $i$, $-1$ at $j$ and zeros elsewhere. Then $S(t)=e^{-a_it}-e^{-a_jt}=0$ for all $t$, so the quadratic form vanishes at a non-zero vector and $M$ is not definite. The code builds this vector as `Pi.single i 1 - Pi.single j 1`.

## The same identity for each pair of auxiliary indices

For the energy, the squared integral is written with two auxiliary sums:
$$(p|q)^2=\sum_{P,Q}B_{Pp}B_{Pq}B_{Qp}B_{Qq}=\sum_{P,Q}\bigl(B_{Pp}B_{Qp}\bigr)\bigl(B_{Pq}B_{Qq}\bigr).$$
For fixed $P$ and $Q$, set $c_p=B_{Pp}B_{Qp}$. The numerator is then $c_pc_q$, and
$$E=-\sum_{P,Q}\sum_{p,q}\frac{c_pc_q}{\Delta_p+\Delta_q}.$$
The inner double sum is the quadratic form of the denominator matrix with $a=\Delta$, and replacing it by its Laplace integral gives the stated energy. In Lean, `h` supplies this identity for all $P$ and $Q$, and the repeated use of `Finset.sum_comm` moves the auxiliary sums to the outside.

## Two gaps worked through

Take $a=(1,2)$ in some unit of energy. Then
$$M=\begin{pmatrix}\tfrac12&\tfrac13\\[2pt]\tfrac13&\tfrac14\end{pmatrix},\qquad \det M=\frac18-\frac19=\frac1{72}>0 .$$
For $c=(1,-1)$ the quadratic form is
$$\frac12-\frac23+\frac14=\frac1{12}.$$
The integral can be computed independently with the substitution $u=e^{-t}$:
$$\int_0^\infty\bigl(e^{-t}-e^{-2t}\bigr)^2dt=\int_0^1u(1-u)^2\,du=\frac12-\frac23+\frac14=\frac1{12}.$$

If the second value is lowered to $1$, all four entries of $M$ become $\tfrac12$. The determinant is then zero, and $c=(1,-1)$ is a null vector.
